# The geometric phase disappears beyond radius g/h in a two-state model with linear and quadratic coupling

Two electronic states meet at a symmetric molecular geometry and split as the nuclei move away. Carry the nuclei once around that point, on the unit circle with angle \(\theta\), and let the splitting be linear in the distortion:

\[
H(\theta)=\cos\theta\,\sigma_z+\sin\theta\,\sigma_x .
\]

The vector \((-\sin\frac{\theta}{2},\cos\frac{\theta}{2})\) is a lower eigenvector. It starts as \((0,1)\) and ends as \((0,-1)\), so the circuit reverses its sign. This reversal is the geometric phase, a phase of \(\pi\). A quadratic coupling can put \(-2\theta\) in place of \(\theta\) in \(H\). The eigenvector is then \((\sin\theta,\cos\theta)\), which returns unchanged. In both cases the electronic vector turns by half the angle that appears in \(H\).

Now let both kinds of coupling act. Write the distortion as \(z=re^{i\theta}\) and take

\[
W=gz+h\bar z^2,\qquad H=\operatorname{Re}W\,\sigma_z+\operatorname{Im}W\,\sigma_x,\qquad g,h,r>0 .
\]

Here \(g\) and \(h\) are the strengths of the linear and quadratic vibronic coupling, not the branching-plane vectors that often carry these letters. A continuous real unit lower eigenvector changes sign after one circuit if \(r<g/h\) and returns unchanged if \(r>g/h\).

## Half the phase of the coupling

Where \(W\neq0\), write \(W=|W|e^{i\varphi}\). Then

\[
H=|W|\begin{pmatrix}\cos\varphi&\sin\varphi\\ \sin\varphi&-\cos\varphi\end{pmatrix},\qquad
u(\varphi)=\begin{pmatrix}-\sin\frac{\varphi}{2}\\ \cos\frac{\varphi}{2}\end{pmatrix}.
\]

The components of \(Hu/|W|\) are \(\sin(\varphi-\frac{\varphi}{2})=\sin\frac{\varphi}{2}\) and \(-\cos(\varphi-\frac{\varphi}{2})=-\cos\frac{\varphi}{2}\), so \(Hu=-|W|u\). The eigenvalues \(\pm|W|\) are distinct, hence the real unit lower eigenvectors are exactly \(\pm u\).

Let \(v(\theta)\) be a continuous choice of lower eigenvector and \(\varphi(\theta)\) a continuous phase that grows by \(2\pi n\). The overlap \(s=v\cdot u(\varphi)\) is continuous and equals \(\pm1\), so it is constant. Since \(u(\varphi+2\pi n)=(-1)^nu(\varphi)\),

\[
v(2\pi)=(-1)^n v(0).
\]

It remains to find \(n\). On the circle,

\[
W=gr\,e^{i\theta}+hr^2e^{-2i\theta}.
\]

If \(r<g/h\), then \(gr>hr^2\). Factor out the first harmonic:

\[
W=e^{i\theta}\left(gr+hr^2e^{-3i\theta}\right).
\]

The bracket has real part at least \(gr-hr^2>0\). Its principal argument is therefore continuous, and it has the same value at both ends, so \(n=1\). If \(r>g/h\), the same argument applied to \(W=e^{-2i\theta}(hr^2+gr\,e^{3i\theta})\) gives \(n=-2\). The signs are \(-1\) and \(+1\).

Solving \(W=0\) shows where the critical radius comes from: besides \(z=0\) there are three degeneracies, at \(z^3=-(g/h)^3\), and the larger circle encloses them too.

## Coupling, Hamiltonian and lower state

The complex number `z` holds the two distortion coordinates, and `circuit` restricts the coupling to the circle.

In Lean 4 with Mathlib:

```lean
import Mathlib

open Matrix ComplexConjugate
open scoped Real

namespace DisappearingGeometricPhase

noncomputable section

/-- The vibronic coupling `W = g z + h conj(z)^2`, linear plus quadratic in the distortion `z`. -/
def coupling (g h : ℝ) (z : ℂ) : ℂ := g * z + h * (conj z) ^ 2

/-- The coupling along the circle `z = r exp(i θ)`. -/
def circuit (g h r θ : ℝ) : ℂ := coupling g h (r * Complex.exp (θ * Complex.I))
```

The matrix is real and traceless. An energy common to both states would not alter the eigenvectors and is left out.

```lean
/-- The real two-state Hamiltonian `Re W σ_z + Im W σ_x`. -/
def hamiltonian (W : ℂ) : Matrix (Fin 2) (Fin 2) ℝ :=
  W.re • !![1, 0; 0, -1] + W.im • !![0, 1; 1, 0]
```

`IsLowerState` asks for unit length and eigenvalue \(-|W|\).

```lean
/-- A real unit eigenvector of the Hamiltonian with eigenvalue `-|W|`. -/
def IsLowerState (W : ℂ) (v : Fin 2 → ℝ) : Prop :=
  v ⬝ᵥ v = 1 ∧ hamiltonian W *ᵥ v = (-‖W‖) • v

/-- The real unit vector `(-sin(φ/2), cos(φ/2))`. -/
def halfAngle (φ : ℝ) : Fin 2 → ℝ := ![-Real.sin (φ / 2), Real.cos (φ / 2)]
```

In `HasWinding`, `φ` is the phase of the coupling, while `θ` is the position on the circle.

```lean
/-- `W` never vanishes and has a continuous phase that grows by `2 π n` from `0` to `2 π`. -/
def HasWinding (W : ℝ → ℂ) (n : ℤ) : Prop :=
  ∃ φ : ℝ → ℝ, Continuous φ ∧
    (∀ θ, W θ ≠ 0 ∧ W θ = ‖W θ‖ * Complex.exp (φ θ * Complex.I)) ∧
    φ (2 * π) = φ 0 + 2 * π * n
```

The matrix product is first written in components. The bound after it justifies the word "lower": no real vector has a smaller energy expectation per squared norm. It is the Cauchy–Schwarz inequality, and the square given to `nlinarith` is the difference of its two sides.

```lean
lemma hamiltonian_mulVec (W : ℂ) (v : Fin 2 → ℝ) :
    hamiltonian W *ᵥ v = ![W.re * v 0 + W.im * v 1, W.im * v 0 - W.re * v 1] := by
  ext i
  fin_cases i <;> simp [hamiltonian, Matrix.mulVec, dotProduct, Fin.sum_univ_two]
  ring

/-- No real state has an energy expectation below `-|W|` times its squared norm. -/
theorem lower_energy_bound (W : ℂ) (x : Fin 2 → ℝ) :
    -(‖W‖ * (x ⬝ᵥ x)) ≤ x ⬝ᵥ (hamiltonian W *ᵥ x) := by
  have hx : x ⬝ᵥ (hamiltonian W *ᵥ x)
      = W.re * (x 0 ^ 2 - x 1 ^ 2) + 2 * W.im * x 0 * x 1 := by
    rw [hamiltonian_mulVec]
    simp [dotProduct, Fin.sum_univ_two]
    ring
  have hn : x ⬝ᵥ x = x 0 ^ 2 + x 1 ^ 2 := by
    rw [dotProduct, Fin.sum_univ_two]
    ring
  have hW : ‖W‖ ^ 2 = W.re * W.re + W.im * W.im := by
    rw [Complex.sq_norm, Complex.normSq_apply]
  rw [hx, hn]
  refine (abs_le_of_sq_le_sq' ?_ (by positivity)).1
  rw [mul_pow, hW]
  nlinarith [sq_nonneg (W.re * (2 * x 0 * x 1) - W.im * (x 0 ^ 2 - x 1 ^ 2))]
```

## From winding to sign

The next theorem identifies the lower states as \(\pm u(\varphi)\). Instead of citing simplicity of the eigenvalue, the proof derives `o`, orthogonality to the upper eigenvector, and then `ht`, which says that the component along \(u\) squares to one.

```lean
/-- If `W = |W| exp(i φ)` is nonzero, its lower states are exactly the two vectors
`±(-sin(φ/2), cos(φ/2))`. -/
theorem isLowerState_iff {W : ℂ} {φ : ℝ} (hW : W ≠ 0)
    (hφ : W = ‖W‖ * Complex.exp (φ * Complex.I)) (v : Fin 2 → ℝ) :
    IsLowerState W v ↔ v = halfAngle φ ∨ v = -halfAngle φ := by
  have hN : 0 < ‖W‖ := norm_pos_iff.2 hW
  have hre : W.re = ‖W‖ * Real.cos φ := by
    have h := congrArg Complex.re hφ
    rwa [Complex.re_ofReal_mul, Complex.exp_ofReal_mul_I_re] at h
  have him : W.im = ‖W‖ * Real.sin φ := by
    have h := congrArg Complex.im hφ
    rwa [Complex.im_ofReal_mul, Complex.exp_ofReal_mul_I_im] at h
  have hc := Real.cos_two_mul' (φ / 2)
  have hs := Real.sin_two_mul (φ / 2)
  rw [show 2 * (φ / 2) = φ by ring] at hc hs
  have h1 := Real.sin_sq_add_cos_sq (φ / 2)
  have coord : IsLowerState W v ↔ v 0 * v 0 + v 1 * v 1 = 1 ∧
      W.re * v 0 + W.im * v 1 = -‖W‖ * v 0 ∧ W.im * v 0 - W.re * v 1 = -‖W‖ * v 1 := by
    rw [IsLowerState, hamiltonian_mulVec, dotProduct, Fin.sum_univ_two, funext_iff,
      Fin.forall_fin_two]
    exact Iff.rfl
  rw [coord, hre, him, hc, hs]
  set S := Real.sin (φ / 2) with hS
  set C := Real.cos (φ / 2) with hC
  constructor
  · rintro ⟨u, e1, e2⟩
    have k1 : (C ^ 2 - S ^ 2) * v 0 + 2 * S * C * v 1 = -v 0 :=
      mul_left_cancel₀ hN.ne' (by linear_combination e1)
    have k2 : 2 * S * C * v 0 - (C ^ 2 - S ^ 2) * v 1 = -v 1 :=
      mul_left_cancel₀ hN.ne' (by linear_combination e2)
    -- the lower state is orthogonal to the upper one, (cos(φ/2), sin(φ/2))
    have o : C * v 0 + S * v 1 = 0 := by
      linear_combination C / 2 * k1 + S / 2 * k2
        + (C / 2 * v 0 + S / 2 * v 1 - (C * v 0 + S * v 1)) * h1
    have ht : (-S * v 0 + C * v 1) * (-S * v 0 + C * v 1) = 1 := by
      linear_combination u + (v 0 * v 0 + v 1 * v 1) * h1 - (C * v 0 + S * v 1) * o
    have va : v 0 = -S * (-S * v 0 + C * v 1) := by linear_combination C * o - v 0 * h1
    have vb : v 1 = C * (-S * v 0 + C * v 1) := by linear_combination S * o - v 1 * h1
    rcases mul_self_eq_one_iff.1 ht with t | t
    · left
      ext i
      fin_cases i
      · show v 0 = -S
        linear_combination va - S * t
      · show v 1 = C
        linear_combination vb + C * t
    · right
      ext i
      fin_cases i
      · show v 0 = -(-S)
        linear_combination va - S * t
      · show v 1 = -C
        linear_combination vb + C * t
  · rintro (h | h)
    · have v0 : v 0 = -S := by rw [h]; rfl
      have v1 : v 1 = C := by rw [h]; rfl
      rw [v0, v1]
      exact ⟨by linear_combination h1, by linear_combination ‖W‖ * S * h1,
        by linear_combination -‖W‖ * C * h1⟩
    · have v0 : v 0 = -(-S) := by rw [h]; rfl
      have v1 : v 1 = -C := by rw [h]; rfl
      rw [v0, v1]
      exact ⟨by linear_combination h1, by linear_combination -‖W‖ * S * h1,
        by linear_combination ‖W‖ * C * h1⟩
```

A phase shift of \(2\pi n\) shifts the half angle by \(n\pi\).

```lean
lemma halfAngle_add (φ : ℝ) (n : ℤ) :
    halfAngle (φ + 2 * π * n) = (-1 : ℝ) ^ n • halfAngle φ := by
  have e : (φ + 2 * π * n) / 2 = φ / 2 + n * π := by ring
  ext i
  fin_cases i
  · show -Real.sin ((φ + 2 * π * n) / 2) = (-1 : ℝ) ^ n * -Real.sin (φ / 2)
    rw [e, Real.sin_add_int_mul_pi]
    ring
  · show Real.cos ((φ + 2 * π * n) / 2) = (-1 : ℝ) ^ n * Real.cos (φ / 2)
    rw [e, Real.cos_add_int_mul_pi]
```

In `sign_of_winding`, `s` is the overlap used above. The decisive Mathlib lemma is `IsPreconnected.eq_one_or_eq_neg_one_of_sq_eq`. It takes a function that is continuous on a preconnected set and whose square is 1 there, and returns two alternatives: the function is 1 on the whole set, or \(-1\) on the whole set. `key` alone gives a sign at each angle separately; the lemma makes it one sign for the interval, and `hend` follows in both cases.

```lean
/-- If the coupling winds `n` times, a lower state that is continuous along the circuit
comes back multiplied by `(-1)^n`. -/
theorem sign_of_winding {W : ℝ → ℂ} {n : ℤ} (hW : HasWinding W n) {v : ℝ → Fin 2 → ℝ}
    (hv : ContinuousOn v (Set.Icc 0 (2 * π)))
    (hl : ∀ θ ∈ Set.Icc 0 (2 * π), IsLowerState (W θ) (v θ)) :
    v (2 * π) = (-1 : ℝ) ^ n • v 0 := by
  obtain ⟨φ, hφ, hp, hn⟩ := hW
  -- overlap with the half-angle state
  obtain ⟨s, hs⟩ : ∃ s : ℝ → ℝ, ∀ θ, s θ =
      v θ 0 * -Real.sin (φ θ / 2) + v θ 1 * Real.cos (φ θ / 2) := ⟨_, fun _ => rfl⟩
  have c0 : ContinuousOn (fun θ => v θ 0) (Set.Icc 0 (2 * π)) :=
    (continuous_apply 0).comp_continuousOn hv
  have c1 : ContinuousOn (fun θ => v θ 1) (Set.Icc 0 (2 * π)) :=
    (continuous_apply 1).comp_continuousOn hv
  have d0 : Continuous fun θ => -Real.sin (φ θ / 2) := by fun_prop
  have d1 : Continuous fun θ => Real.cos (φ θ / 2) := by fun_prop
  have hsc : ContinuousOn s (Set.Icc 0 (2 * π)) :=
    ((c0.mul d0.continuousOn).add (c1.mul d1.continuousOn)).congr fun θ _ => hs θ
  have key : ∀ θ ∈ Set.Icc 0 (2 * π), (s θ = 1 ∧ v θ = halfAngle (φ θ)) ∨
      (s θ = -1 ∧ v θ = -halfAngle (φ θ)) := by
    intro θ hθ
    have h1 := Real.sin_sq_add_cos_sq (φ θ / 2)
    rcases (isLowerState_iff (hp θ).1 (hp θ).2 _).1 (hl θ hθ) with h | h
    · have v0 : v θ 0 = -Real.sin (φ θ / 2) := by rw [h]; rfl
      have v1 : v θ 1 = Real.cos (φ θ / 2) := by rw [h]; rfl
      exact Or.inl ⟨by rw [hs, v0, v1]; linear_combination h1, h⟩
    · have v0 : v θ 0 = -(-Real.sin (φ θ / 2)) := by rw [h]; rfl
      have v1 : v θ 1 = -Real.cos (φ θ / 2) := by rw [h]; rfl
      exact Or.inr ⟨by rw [hs, v0, v1]; linear_combination -h1, h⟩
  have hsq : Set.EqOn (s ^ 2) 1 (Set.Icc 0 (2 * π)) := by
    intro θ hθ
    show s θ ^ 2 = 1
    rcases key θ hθ with ⟨a, _⟩ | ⟨a, _⟩ <;> rw [a] <;> norm_num
  have hv' : ∀ θ ∈ Set.Icc 0 (2 * π), v θ = s θ • halfAngle (φ θ) := by
    intro θ hθ
    rcases key θ hθ with ⟨a, b⟩ | ⟨a, b⟩ <;> rw [a, b] <;> simp
  have m0 : (0 : ℝ) ∈ Set.Icc 0 (2 * π) := ⟨le_refl _, by positivity⟩
  have m1 : 2 * π ∈ Set.Icc 0 (2 * π) := ⟨by positivity, le_refl _⟩
  -- a continuous sign is constant
  have hend : s (2 * π) = s 0 := by
    rcases isPreconnected_Icc.eq_one_or_eq_neg_one_of_sq_eq hsc hsq with h | h
    · exact (h m1).trans (h m0).symm
    · exact (h m1).trans (h m0).symm
  rw [hv' _ m1, hv' _ m0, hn, halfAngle_add, hend]
  exact smul_comm _ _ _
```

## The stronger harmonic fixes the winding

`F` is the bracket left after factoring out harmonic `k`. `hpos` keeps it in the right half-plane, where `Complex.arg` is continuous, and `hper` makes its end values agree. The phase is then \(k\theta+\arg F\).

```lean
/-- Of two harmonics with real amplitudes `a > |b|`, the stronger one fixes the winding. -/
theorem winding_of_dominant {W : ℝ → ℂ} {a b : ℝ} (k l : ℤ) (hab : |b| < a)
    (hW : ∀ θ : ℝ, W θ = a * Complex.exp ((k * θ : ℝ) * Complex.I)
      + b * Complex.exp ((l * θ : ℝ) * Complex.I)) : HasWinding W k := by
  obtain ⟨F, hF⟩ : ∃ F : ℝ → ℂ, ∀ θ : ℝ, F θ =
      a + b * Complex.exp ((((l - k : ℤ) : ℝ) * θ : ℝ) * Complex.I) := ⟨_, fun _ => rfl⟩
  have hWF : ∀ θ : ℝ, W θ = Complex.exp ((k * θ : ℝ) * Complex.I) * F θ := by
    intro θ
    have hE : Complex.exp ((k * θ : ℝ) * Complex.I)
        * Complex.exp ((((l - k : ℤ) : ℝ) * θ : ℝ) * Complex.I)
        = Complex.exp ((l * θ : ℝ) * Complex.I) := by
      rw [← Complex.exp_add]
      congr 1
      push_cast
      ring
    rw [hW, hF]
    linear_combination -(b : ℂ) * hE
  -- the remaining factor stays in the right half-plane
  have hpos : ∀ θ, 0 < (F θ).re := by
    intro θ
    have h := Complex.abs_re_le_norm
      ((b : ℂ) * Complex.exp ((((l - k : ℤ) : ℝ) * θ : ℝ) * Complex.I))
    rw [norm_mul, Complex.norm_exp_ofReal_mul_I, mul_one, Complex.norm_real,
      Real.norm_eq_abs] at h
    rw [hF, Complex.add_re, Complex.ofReal_re]
    linarith [(abs_le.1 h).1]
  have hcont : Continuous F := by
    rw [funext hF]
    fun_prop
  have harg : Continuous fun θ => (F θ).arg := continuous_iff_continuousAt.2 fun θ =>
    ContinuousAt.comp (Complex.continuousAt_arg (Complex.mem_slitPlane_iff.2 (Or.inl (hpos θ))))
      hcont.continuousAt
  have hper : F (2 * π) = F 0 := by
    have h2 : Complex.exp ((((l - k : ℤ) : ℝ) * (2 * π) : ℝ) * Complex.I) = 1 :=
      Complex.exp_eq_one_iff.2 ⟨l - k, by push_cast; ring⟩
    have h0 : Complex.exp ((((l - k : ℤ) : ℝ) * 0 : ℝ) * Complex.I) = 1 := by
      rw [mul_zero, Complex.ofReal_zero, zero_mul, Complex.exp_zero]
    rw [hF, hF, h2, h0]
  refine ⟨fun θ => k * θ + (F θ).arg, by fun_prop, fun θ => ⟨?_, ?_⟩, ?_⟩
  · rw [hWF]
    refine mul_ne_zero (Complex.exp_ne_zero _) fun h => ?_
    have h' := hpos θ
    rw [h, Complex.zero_re] at h'
    exact lt_irrefl _ h'
  · have e : Complex.exp (((k * θ + (F θ).arg : ℝ) : ℂ) * Complex.I)
        = Complex.exp ((k * θ : ℝ) * Complex.I) * Complex.exp ((F θ).arg * Complex.I) := by
      rw [← Complex.exp_add, Complex.ofReal_add, add_mul]
    rw [e, hWF, norm_mul, Complex.norm_exp_ofReal_mul_I, one_mul]
    linear_combination -Complex.exp ((k * θ : ℝ) * Complex.I)
      * Complex.norm_mul_exp_arg_mul_I (F θ)
  · show (k : ℝ) * (2 * π) + (F (2 * π)).arg = k * 0 + (F 0).arg + 2 * π * k
    rw [hper]
    ring
```

The circuit is put into this form with harmonics 1 and \(-2\), and comparing amplitudes gives the two windings.

```lean
lemma circuit_eq (g h r θ : ℝ) : circuit g h r θ =
    ((g * r : ℝ) : ℂ) * Complex.exp ((((1 : ℤ) : ℝ) * θ : ℝ) * Complex.I)
      + ((h * r ^ 2 : ℝ) : ℂ) * Complex.exp ((((-2 : ℤ) : ℝ) * θ : ℝ) * Complex.I) := by
  have h1 : Complex.exp ((((1 : ℤ) : ℝ) * θ : ℝ) * Complex.I)
      = Complex.exp (θ * Complex.I) := by
    rw [Int.cast_one, one_mul]
  have h2 : (conj (Complex.exp (θ * Complex.I))) ^ 2
      = Complex.exp ((((-2 : ℤ) : ℝ) * θ : ℝ) * Complex.I) := by
    rw [← Complex.exp_conj, ← Complex.exp_nat_mul, map_mul, Complex.conj_ofReal, Complex.conj_I]
    congr 1
    push_cast
    ring
  rw [circuit, coupling, map_mul, Complex.conj_ofReal, mul_pow, h2, h1,
    Complex.ofReal_mul g r, Complex.ofReal_mul h (r ^ 2), Complex.ofReal_pow]
  ring

/-- For `g, h, r > 0` the coupling winds once around the circle if `r < g/h`, and twice
in the opposite sense if `r > g/h`. -/
theorem circuit_winding {g h r : ℝ} (hg : 0 < g) (hh : 0 < h) (hr : 0 < r) :
    (r < g / h → HasWinding (circuit g h r) 1) ∧
      (g / h < r → HasWinding (circuit g h r) (-2)) := by
  constructor
  · intro hlt
    have h' := mul_lt_mul_of_pos_right ((lt_div_iff₀ hh).1 hlt) hr
    refine winding_of_dominant (a := g * r) (b := h * r ^ 2) 1 (-2) ?_ (circuit_eq g h r)
    rw [abs_of_pos (by positivity)]
    linarith [show r * h * r = h * r ^ 2 by ring]
  · intro hlt
    have h' := mul_lt_mul_of_pos_right ((div_lt_iff₀ hh).1 hlt) hr
    refine winding_of_dominant (a := h * r ^ 2) (b := g * r) (-2) 1 ?_
      fun θ => (circuit_eq g h r θ).trans (add_comm _ _)
    rw [abs_of_pos (by positivity)]
    linarith [show r * h * r = h * r ^ 2 by ring]
```

## The sign after one circuit

The theorem constrains `v` only on \([0,2\pi]\) and makes no statement at \(r=g/h\), where the circle runs through degeneracies.

```lean
/-- Disappearing geometric phase: for `g, h, r > 0`, a real lower state continuous along the
circle of radius `r` changes sign after one circuit if `r < g/h` and returns unchanged
if `r > g/h`. -/
theorem disappearing_geometric_phase {g h r : ℝ} (hg : 0 < g) (hh : 0 < h) (hr : 0 < r)
    {v : ℝ → Fin 2 → ℝ} (hv : ContinuousOn v (Set.Icc 0 (2 * π)))
    (hl : ∀ θ ∈ Set.Icc 0 (2 * π), IsLowerState (circuit g h r θ) (v θ)) :
    (r < g / h → v (2 * π) = -v 0) ∧ (g / h < r → v (2 * π) = v 0) := by
  constructor
  · intro hlt
    have e := sign_of_winding ((circuit_winding hg hh hr).1 hlt) hv hl
    rwa [zpow_one, neg_one_smul] at e
  · intro hlt
    have e := sign_of_winding ((circuit_winding hg hh hr).2 hlt) hv hl
    rwa [show (-1 : ℝ) ^ (-2 : ℤ) = 1 by norm_num, one_smul] at e
```

Continuity is needed even at the last point. For \(r<g/h\), take a continuous lower state and reverse only \(v(2\pi)\). Every vector is still a lower state, and continuity holds on \([0,2\pi)\), yet now \(v(2\pi)=v(0)\).

Within this two-state model, the sign tells whether a nuclear wavefunction multiplying the continuous real electronic state must be antiperiodic or periodic around the circle, so that the product is single-valued. In a molecule, higher powers of the distortion and other electronic states can shift the critical radius or remove it; the theorem does not cover them.

Finally, continuous lower states do exist at every positive radius other than \(g/h\): \(u(\varphi(\theta))\) is one.

```lean
/-- For `g, h, r > 0` and `r ≠ g/h`, a lower state that depends continuously on the angle
exists. -/
theorem exists_continuous_lowerState {g h r : ℝ} (hg : 0 < g) (hh : 0 < h) (hr : 0 < r)
    (hne : r ≠ g / h) :
    ∃ v : ℝ → Fin 2 → ℝ, Continuous v ∧ ∀ θ, IsLowerState (circuit g h r θ) (v θ) := by
  obtain ⟨n, φ, hφ, hp, -⟩ : ∃ n, HasWinding (circuit g h r) n := by
    rcases lt_or_gt_of_ne hne with hlt | hlt
    · exact ⟨1, (circuit_winding hg hh hr).1 hlt⟩
    · exact ⟨-2, (circuit_winding hg hh hr).2 hlt⟩
  refine ⟨fun θ => halfAngle (φ θ), continuous_pi (Fin.forall_fin_two.2 ⟨?_, ?_⟩),
    fun θ => (isLowerState_iff (hp θ).1 (hp θ).2 _).2 (Or.inl rfl)⟩
  · show Continuous fun θ => -Real.sin (φ θ / 2)
    fun_prop
  · show Continuous fun θ => Real.cos (φ θ / 2)
    fun_prop

end

end DisappearingGeometricPhase
```

```lean
#print axioms DisappearingGeometricPhase.lower_energy_bound
#print axioms DisappearingGeometricPhase.disappearing_geometric_phase
#print axioms DisappearingGeometricPhase.exists_continuous_lowerState
```

```
'DisappearingGeometricPhase.lower_energy_bound' depends on axioms: [propext, Classical.choice, Quot.sound]
'DisappearingGeometricPhase.disappearing_geometric_phase' depends on axioms: [propext, Classical.choice, Quot.sound]
'DisappearingGeometricPhase.exists_continuous_lowerState' depends on axioms: [propext, Classical.choice, Quot.sound]
```
